# The truncation error of the order-2N central second-derivative stencil on polynomials of degree at most 2N + 3

A finite-difference calculation in real space often replaces the second derivative of an orbital by a weighted sum of its values on a uniform grid, and one wants to know the error this makes. Here the orbital is modelled as a polynomial, given by its Taylor coefficients at the point x where the derivative is wanted. With the degree capped at 2N + 3, the error is a single term with a known constant, and no remainder is left to estimate.

## The stencil and its weights

Take N ≥ 1 neighbours on each side of x and a grid spacing h ≠ 0. The stencil is

D_h f(x) = h^(−2) Σ_(j=1..N) c_j [f(x + jh) + f(x − jh) − 2 f(x)],

with weights

c_j = 2 (−1)^(j+1) (N!)² / (j² (N − j)! (N + j)!).

In electronic-structure codes based on finite differences, such a stencil can represent the second derivative in the kinetic energy; the result below gives its error along one coordinate axis, for polynomials of degree at most 2N + 3. "Order 2N" refers to the power of h in that error.

## What is proved

Write the polynomial as

p(y) = Σ_(m=0..N+1) [a_m (y − x)^(2m) / (2m)! + b_m (y − x)^(2m+1) / (2m+1)!].

The theorem `truncation_error` states that

D_h p(x) = a_1 + 2 (−1)^(N+1) (N!)² / (2N+2)! · a_(N+1) h^(2N).

The index of a_m counts pairs of derivatives: a_1 is the second derivative of p at x, not the first, and a_(N+1) is the derivative of order 2N + 2. Lean sees only the coefficients; their meaning as derivatives is read off from the Taylor form.

In the file, c_j is `weight N j`, D_h f(x) is `stencil N h f x`, and p is `expansion N x a b`. The sequences `a` and `b` are arbitrary real sequences, of which only the entries 0 to N + 1 are used. The central grid point has no separate entry in `weight`: the terms −2 f(x) add up to give it the coefficient −2 h^(−2) Σ_(j=1..N) c_j.

The constant comes from the moments

M_m = Σ_(j=1..N) 2 c_j j^(2m+2),

where the factor 2 counts both sides of the stencil. Three theorems give their values:

- `moment_two`: M_0 = 2.
- `moment_vanish`: M_m = 0 for 1 ≤ m < N.
- `moment_first_error`: M_N = 2 (−1)^(N+1) (N!)².

For N = 1 the middle case is empty. At N = 0 the sum defining M_N would be empty, while the formula would give −2, so `moment_first_error` assumes N ≥ 1.

An actual orbital is not a polynomial. If it is smooth enough near x, the same formula holds up to a further error, which a bound on its Taylor remainder at the grid points would control; the theorems here do not supply such a bound.

## From the stencil to its moments

In a symmetric difference the odd powers cancel, the constant drops out and the remaining even powers double:

p(x + t) + p(x − t) − 2 p(x) = Σ_(m=0..N) 2 a_(m+1) t^(2m+2) / (2m+2)!.

Put t = jh, multiply by c_j, sum over j and exchange the two sums:

h² D_h p(x) = Σ_(m=0..N) a_(m+1) h^(2m+2) / (2m+2)! · M_m.

## Computing the moments

Consider the alternating sum

S_m = Σ_(k=0..2N) (−1)^k C(2N, k) (k − N)^(2m),

where C(2N, k) is the binomial coefficient. It is the forward difference Δg(y) = g(y + 1) − g(y), applied 2N times to g(y) = y^(2m) and evaluated at y = −N. Each Δ lowers the degree by one and multiplies the leading coefficient by the old degree. Hence S_m = 0 for m < N, and S_N = (2N)!.

Now pair the points k = N + j and k = N − j. Both have the binomial coefficient (2N)!/((N + j)! (N − j)!), the sign (−1)^(N+j) and the power j^(2m). With 0^0 = 1 for the central term,

S_m − (−1)^N C(2N, N) 0^(2m) = 2 Σ_(j=1..N) (−1)^(N+j) (2N)! j^(2m) / ((N + j)! (N − j)!).

In M_m the factor j² of the denominator of c_j cancels against j^(2m+2). Since (−1)^(j+1) = (−1)^(N+1) (−1)^(N+j),

M_m = 2 (−1)^(N+1) (N!)² / (2N)! · [S_m − (−1)^N C(2N, N) 0^(2m)].

The three cases follow:

- For m = 0, S_0 = 0 and C(2N, N) = (2N)!/(N!)², so M_0 = 2 (−1)^(2N+2) = 2.
- For 1 ≤ m < N, both terms in the bracket vanish.
- For m = N, the bracket is (2N)!, so M_N = 2 (−1)^(N+1) (N!)².

In the expression for h² D_h p(x) only m = 0 and m = N survive. The first gives a_1 h², the second the error term, and division by h² yields the theorem.

## The five-point stencil in numbers

For N = 2 the weights are c_1 = 8/6 = 4/3 and c_2 = −8/96 = −1/12. The moments are

M_0 = 2 (4/3 − 4/12) = 2,
M_1 = 2 (4/3 − 16/12) = 0,
M_2 = 2 (4/3 − 64/12) = −8.

The error constant is −8/6! = −1/90. For p(y) = y^6 at x = 0 the true second derivative is 0, and the stencil returns

h^(−2) [(4/3) · 2h^6 − (1/12) · 128h^6] = −8h^4.

This agrees with −(1/90) · 720 · h^4, since a_3 = 6! = 720.

## The first derivative from the same moments

Let d_j = j c_j / 2 and take the antisymmetric stencil

h^(−1) Σ_(j=1..N) d_j [f(x + jh) − f(x − jh)].

Now the even powers cancel, and the moments needed are Σ 2 d_j j^(2m+1) = M_m / 2. On polynomials of degree at most 2N + 2 the stencil therefore gives

b_0 + (−1)^(N+1) (N!)² / (2N+1)! · b_N h^(2N),

where b_0 is the first derivative at x and b_N the derivative of order 2N + 1. For N = 1 the constant is 1/6. This variant is argued in prose alone, as the Lean theorems treat only the second derivative.

## The Lean file

```lean
import Mathlib

open Finset
open scoped Nat

namespace StencilTruncation

/-- Weight of the grid points at distance `j` in the central second-derivative stencil of
order `2N`, for `1 ≤ j ≤ N`. -/
noncomputable def weight (N j : ℕ) : ℝ :=
  2 * (-1) ^ (j + 1) * (N ! : ℝ) ^ 2 / ((j : ℝ) ^ 2 * ((N - j)! : ℝ) * ((N + j)! : ℝ))

/-- The central finite-difference approximation to the second derivative of `f` at `x`,
with `N` neighbours on each side and grid spacing `h ≠ 0`. -/
noncomputable def stencil (N : ℕ) (h : ℝ) (f : ℝ → ℝ) (x : ℝ) : ℝ :=
  (∑ j ∈ Icc 1 N, weight N j * (f (x + j * h) + f (x - j * h) - 2 * f x)) / h ^ 2

/-- The polynomial of degree at most `2N + 3` in Taylor form about `x`, with even
coefficients `a m / (2m)!` and odd coefficients `b m / (2m+1)!`. -/
noncomputable def expansion (N : ℕ) (x : ℝ) (a b : ℕ → ℝ) (y : ℝ) : ℝ :=
  ∑ m ∈ range (N + 2), (a m / ((2 * m)! : ℝ) * (y - x) ^ (2 * m)
    + b m / ((2 * m + 1)! : ℝ) * (y - x) ^ (2 * m + 1))

/-- A sum over `2N + 1` grid points is the central term plus the sum over pairs of points
at equal distance from the centre. -/
theorem sum_fold (g : ℕ → ℝ) (N : ℕ) :
    ∑ k ∈ range (2 * N + 1), g k = g N + ∑ j ∈ Icc 1 N, (g (N + j) + g (N - j)) := by
  have h0 : ∀ (F : ℕ → ℝ) (n : ℕ), ∑ j ∈ Icc 1 n, F j = ∑ i ∈ range n, F (i + 1) := by
    intro F n
    induction n with
    | zero => simp
    | succ n ih => rw [sum_Icc_succ_top (by omega), ih, sum_range_succ]
  have h1 : ∑ i ∈ range N, g (N - (i + 1)) = ∑ i ∈ range N, g i := by
    refine Eq.trans ?_ (sum_range_reflect g N)
    refine sum_congr rfl fun i _ => ?_
    congr 1
    omega
  rw [h0, sum_add_distrib, h1, show 2 * N + 1 = N + (N + 1) by ring,
    Finset.sum_range_add, sum_range_succ']
  simp only [add_zero]
  ring

/-- The central difference of order `2N` with unit spacing, evaluated at `0`, is zero for powers
below `2N` and `(2N)!` for the power `2N`. -/
theorem centralDifference_pow {N p : ℕ} (hp : p ≤ 2 * N) :
    ∑ k ∈ range (2 * N + 1), (-1 : ℝ) ^ k * ((2 * N).choose k : ℝ) * ((k : ℝ) - N) ^ p
      = if p = 2 * N then ((2 * N)! : ℝ) else 0 := by
  trans (fwdDiff (1 : ℝ))^[2 * N] (fun x : ℝ => x ^ p) (-(N : ℝ))
  · rw [fwdDiff_iter_eq_sum_shift]
    refine sum_congr rfl fun k hk => ?_
    have hk' : k ≤ 2 * N := Nat.lt_succ_iff.mp (mem_range.mp hk)
    have hs : (-1 : ℝ) ^ (2 * N - k) = (-1) ^ k := by
      rw [pow_sub₀ _ (show (-1 : ℝ) ≠ 0 by norm_num) hk', pow_mul, ← inv_pow]
      norm_num
    simp only [zsmul_eq_mul, nsmul_eq_mul, mul_one]
    push_cast
    rw [hs, show -(N : ℝ) + k = k - N by ring]
  · split_ifs with h
    · subst h
      rw [fwdDiff_iter_eq_factorial]
      simp
    · rw [fwdDiff_iter_pow_eq_zero_of_lt (show p < 2 * N by omega)]
      simp

/-- Every even moment of the stencil, from the second on, is a multiple of a central difference of a
power with its central term removed; the factor depends only on `N`. -/
theorem moment_eq (N m : ℕ) :
    ∑ j ∈ Icc 1 N, 2 * weight N j * (j : ℝ) ^ (2 * m + 2)
      = 2 * (-1) ^ (N + 1) * (N ! : ℝ) ^ 2 / ((2 * N)! : ℝ) *
        (∑ k ∈ range (2 * N + 1),
            (-1 : ℝ) ^ k * ((2 * N).choose k : ℝ) * ((k : ℝ) - N) ^ (2 * m)
          - (-1) ^ N * ((2 * N).choose N : ℝ) * 0 ^ (2 * m)) := by
  rw [sum_fold, sub_self, add_sub_cancel_left, mul_sum]
  refine sum_congr rfl fun j hj => ?_
  obtain ⟨h1, hN⟩ := mem_Icc.mp hj
  -- binomial coefficients, positions and signs at distance `j` from the centre
  have a1 : ((2 * N).choose (N + j) : ℝ)
      = ((2 * N)! : ℝ) / (((N + j)! : ℝ) * ((N - j)! : ℝ)) := by
    rw [Nat.cast_choose ℝ (show N + j ≤ 2 * N by omega),
      show 2 * N - (N + j) = N - j by omega]
  have a2 : ((2 * N).choose (N - j) : ℝ)
      = ((2 * N)! : ℝ) / (((N - j)! : ℝ) * ((N + j)! : ℝ)) := by
    rw [Nat.cast_choose ℝ (show N - j ≤ 2 * N by omega),
      show 2 * N - (N - j) = N + j by omega]
  have b1 : ((N + j : ℕ) : ℝ) - N = j := by
    push_cast
    ring
  have b2 : ((N - j : ℕ) : ℝ) - N = -j := by
    rw [Nat.cast_sub hN]
    ring
  have s1 : (-1 : ℝ) ^ (N - j) = (-1) ^ (N + j) := by
    rw [show N + j = (N - j) + 2 * j by omega, pow_add, pow_mul]
    norm_num
  have s2 : (-1 : ℝ) ^ (N + 1) * (-1) ^ (N + j) = (-1) ^ (j + 1) := by
    rw [← pow_add, show N + 1 + (N + j) = 2 * N + (j + 1) by ring, pow_add, pow_mul]
    norm_num
  have hj0 : (j : ℝ) ≠ 0 := Nat.cast_ne_zero.mpr (by omega)
  have hF : ∀ n : ℕ, (n ! : ℝ) ≠ 0 := fun n => Nat.cast_ne_zero.mpr n.factorial_ne_zero
  have hT := hF (2 * N)
  have hA := hF (N - j)
  have hB := hF (N + j)
  rw [a1, a2, b1, b2, s1, Even.neg_pow (even_two_mul m), weight, ← s2,
    pow_add (j : ℝ) (2 * m) 2]
  generalize (-1 : ℝ) ^ (N + 1) = u
  generalize (-1 : ℝ) ^ (N + j) = v
  generalize (j : ℝ) ^ (2 * m) = q
  field_simp
  ring

/-- For `N ≥ 1` the second moment of the stencil is `2`. -/
theorem moment_two {N : ℕ} (hN : 1 ≤ N) :
    ∑ j ∈ Icc 1 N, 2 * weight N j * (j : ℝ) ^ 2 = 2 := by
  have h := moment_eq N 0
  rw [centralDifference_pow (show 2 * 0 ≤ 2 * N by omega),
    if_neg (show ¬ 2 * 0 = 2 * N by omega)] at h
  simp only [mul_zero, zero_add, pow_zero, mul_one, zero_sub] at h
  have hT : ((2 * N)! : ℝ) ≠ 0 := Nat.cast_ne_zero.mpr (Nat.factorial_ne_zero _)
  have c : ((2 * N).choose N : ℝ) * (N ! : ℝ) * (N ! : ℝ) = ((2 * N)! : ℝ) := by
    have := Nat.choose_mul_factorial_mul_factorial (show N ≤ 2 * N by omega)
    rw [show 2 * N - N = N by omega] at this
    exact_mod_cast this
  have s : (-1 : ℝ) ^ N * (-1) ^ N = 1 := by
    rw [← mul_pow]
    norm_num
  rw [h, pow_succ, div_mul_eq_mul_div, div_eq_iff hT]
  linear_combination 2 * (N ! : ℝ) ^ 2 * ((2 * N).choose N : ℝ) * s + 2 * c

/-- The even moments of order `4, 6, …, 2N` of the stencil vanish. -/
theorem moment_vanish {N m : ℕ} (hm : 1 ≤ m) (hmN : m < N) :
    ∑ j ∈ Icc 1 N, 2 * weight N j * (j : ℝ) ^ (2 * m + 2) = 0 := by
  rw [moment_eq, centralDifference_pow (show 2 * m ≤ 2 * N by omega),
    if_neg (show ¬ 2 * m = 2 * N by omega), zero_pow (show 2 * m ≠ 0 by omega),
    mul_zero, sub_zero, mul_zero]

/-- For `N ≥ 1` the moment of order `2N + 2` of the stencil is `2 (-1)^(N+1) (N!)²`. -/
theorem moment_first_error {N : ℕ} (hN : 1 ≤ N) :
    ∑ j ∈ Icc 1 N, 2 * weight N j * (j : ℝ) ^ (2 * N + 2)
      = 2 * (-1) ^ (N + 1) * (N ! : ℝ) ^ 2 := by
  have hT : ((2 * N)! : ℝ) ≠ 0 := Nat.cast_ne_zero.mpr (Nat.factorial_ne_zero _)
  rw [moment_eq, centralDifference_pow le_rfl, if_pos rfl,
    zero_pow (show 2 * N ≠ 0 by omega), mul_zero, sub_zero, div_mul_cancel₀ _ hT]

/-- In a symmetric second difference the constant and the odd Taylor terms cancel, and the remaining
even ones double. -/
theorem symmetric_difference (N : ℕ) (x t : ℝ) (a b : ℕ → ℝ) :
    expansion N x a b (x + t) + expansion N x a b (x - t) - 2 * expansion N x a b x
      = ∑ m ∈ range (N + 1), 2 * (a (m + 1) / ((2 * m + 2)! : ℝ)) * t ^ (2 * m + 2) := by
  simp only [expansion, add_sub_cancel_left, sub_sub_cancel_left, sub_self]
  rw [mul_sum, ← sum_add_distrib, ← sum_sub_distrib, sum_range_succ']
  refine Eq.trans ?_ (add_zero _)
  congr 1
  · refine sum_congr rfl fun m _ => ?_
    rw [Odd.neg_pow (odd_two_mul_add_one (m + 1)), Even.neg_pow (even_two_mul (m + 1)),
      zero_pow (show 2 * (m + 1) ≠ 0 by omega), zero_pow (show 2 * (m + 1) + 1 ≠ 0 by omega),
      show 2 * (m + 1) = 2 * m + 2 by ring]
    ring
  · simp only [mul_zero, zero_add, pow_zero, pow_one]
    ring

/-- For `N ≥ 1` and `h ≠ 0`, the stencil applied to a polynomial of degree at most `2N + 3` in
Taylor form gives `a 1` plus the error `2 (-1)^(N+1) (N!)² / (2N+2)! · a (N+1) · h^(2N)`. -/
theorem truncation_error {N : ℕ} (hN : 1 ≤ N) {h : ℝ} (hh : h ≠ 0) (x : ℝ) (a b : ℕ → ℝ) :
    stencil N h (expansion N x a b) x
      = a 1 + 2 * (-1) ^ (N + 1) * (N ! : ℝ) ^ 2 / ((2 * N + 2)! : ℝ)
        * a (N + 1) * h ^ (2 * N) := by
  -- exchange the sums, so that the moments appear
  have e : ∑ j ∈ Icc 1 N, weight N j * (expansion N x a b (x + j * h)
        + expansion N x a b (x - j * h) - 2 * expansion N x a b x)
      = ∑ m ∈ range (N + 1), a (m + 1) / ((2 * m + 2)! : ℝ) * h ^ (2 * m + 2) *
          ∑ j ∈ Icc 1 N, 2 * weight N j * (j : ℝ) ^ (2 * m + 2) := by
    simp_rw [symmetric_difference, mul_sum]
    rw [sum_comm]
    refine sum_congr rfl fun m _ => sum_congr rfl fun j _ => ?_
    rw [mul_pow]
    ring
  -- below the top order only the second moment survives
  have z : ∑ m ∈ range N, a (m + 1) / ((2 * m + 2)! : ℝ) * h ^ (2 * m + 2) *
      ∑ j ∈ Icc 1 N, 2 * weight N j * (j : ℝ) ^ (2 * m + 2) = a 1 * h ^ 2 := by
    rw [sum_eq_single 0]
    · simp only [mul_zero, zero_add]
      rw [moment_two hN, Nat.factorial_two]
      push_cast
      ring
    · intro m hm h0
      rw [moment_vanish (Nat.one_le_iff_ne_zero.mpr h0) (mem_range.mp hm), mul_zero]
    · intro h0
      exact absurd (mem_range.mpr (by omega)) h0
  rw [stencil, div_eq_iff (pow_ne_zero 2 hh), e, sum_range_succ, z, moment_first_error hN]
  ring

end StencilTruncation
```

```lean
#print axioms StencilTruncation.truncation_error
```

```
'StencilTruncation.truncation_error' depends on axioms: [propext, Classical.choice, Quot.sound]
```

## The lemmas and the steps they carry out

`sum_fold` is the pairing of grid points about the centre, for an arbitrary function `g`. It splits the range at N and reverses the left half with `sum_range_reflect`.

`centralDifference_pow` evaluates the alternating sum. The `trans` step identifies it with Mathlib's iterated `fwdDiff` at −N, where the sign (−1)^(2N−k) becomes (−1)^k. Two Mathlib lemmas then supply the values: `fwdDiff_iter_eq_factorial` for the power 2N and `fwdDiff_iter_pow_eq_zero_of_lt` for lower powers.

`moment_eq` is the formula for M_m in terms of S_m. After folding, the central terms cancel and the identity is checked for each j separately. The facts `a1` and `a2` are the two binomial coefficients, `b1` and `b2` the positions ±j, and `s1` and `s2` the signs. The `generalize` lines replace the two signs and the power j^(2m) by plain variables, so that `field_simp` and `ring` face only a rational identity.

The three moment theorems specialise this formula. `moment_two` also needs C(2N, N) (N!)² = (2N)!, recorded as `c`, and the square of the sign, recorded as `s`; `linear_combination` joins them. In the other two, `zero_pow` removes the central term because the exponent is positive.

`symmetric_difference` performs the cancellation of odd powers. `sum_range_succ'` separates the m = 0 term, which contributes nothing, and shifts the index, which is why `a (m + 1)` appears. The parity lemmas `Odd.neg_pow` and `Even.neg_pow` handle the signs.

`truncation_error` assembles the result. Its fact `e` exchanges the sums over m and j with `sum_comm`. Its fact `z` reduces the terms with m < N to `a 1 * h ^ 2`, using `moment_two` at m = 0 and `moment_vanish` elsewhere. `sum_range_succ` has split off the term m = N, which `moment_first_error` evaluates, and `div_eq_iff` clears the division by h² using h ≠ 0.
